# Ground-state population difference of a two-level system as a central binomial series, for coupling below half the gap

## Two levels and a weak coupling

Two states lie an energy $\Delta>0$ apart, and a coupling $V$ mixes them. Without the coupling, the ground state has all its population in the lower level. With it, some population moves to the upper level, and perturbation theory expresses the remaining difference as a power series in the ratio of coupling to gap. What are the coefficients, and does the series sum to the true value?

In the basis of the uncoupled levels, labelled 0 and 1, the Hamiltonian and the observable are

$$H=\begin{pmatrix}0&V\\V^*&\Delta\end{pmatrix},\qquad A=\begin{pmatrix}1&0\\0&-1\end{pmatrix}.$$

If $|V|<\Delta/2$, every normalised ground vector $v$ satisfies

$$\langle v|A|v\rangle=\sum_{n\ge0}(-1)^n\binom{2n}{n}x^{2n}=1-2x^2+6x^4-20x^6+\dots,\qquad x=\frac{|V|}{\Delta}.$$

For $\Delta=1$ and a real coupling $V=t$, the condition is $|t|<1/2$ and the series runs in powers of $t^2$.

In electronic structure, $H$ can describe one electron in two orthonormal orbitals; for that two-state model the series gives reference coefficients for the perturbative population difference at any order.

## The population difference in closed form

Let $v=(v_0,v_1)$ be a unit ground vector with energy $E$. Its eigenvalue equations are

$$Vv_1=Ev_0,\qquad V^*v_0+\Delta v_1=Ev_1.$$

**The sign of $\Delta-2E$.** The vector $w=(-v_1^*,v_0^*)$ is orthogonal to $v$ and nonzero. The complex conjugates of the two equations give

$$Vv_0^*=(\Delta-E)(-v_1^*),\qquad -V^*v_1^*+\Delta v_0^*=(\Delta-E)v_0^*,$$

so $Hw=(\Delta-E)w$. Since $E$ is the lowest eigenvalue, $E\le\Delta-E$, and therefore $\Delta-2E\ge0$.

**The secular equation.** Multiply the second eigenvalue equation by $V$ and use the first: $|V|^2v_0=(E-\Delta)Vv_1=E(E-\Delta)v_0$. Multiply the first by $V^*$ and use the second: $|V|^2v_1=EV^*v_0=E(E-\Delta)v_1$. At least one component is nonzero, so $|V|^2=E(E-\Delta)$. Hence

$$(\Delta-2E)^2=\Delta^2+4E(E-\Delta)=\Delta^2+4|V|^2,$$

and the sign found above gives $\Delta-2E=\sqrt{\Delta^2+4|V|^2}$.

**The populations.** Write $p_0=|v_0|^2$ and $p_1=|v_1|^2$, with $p_0+p_1=1$. Multiplying the first eigenvalue equation by $v_0^*$ gives $Vv_0^*v_1=Ep_0$. Multiplying the conjugate of the second by $v_1$ gives $Vv_0^*v_1+\Delta p_1=Ep_1$. Subtraction yields $E(p_0-p_1)=-\Delta p_1$, and so

$$(p_0-p_1)(\Delta-2E)=\Delta(p_0-p_1)+2\Delta p_1=\Delta.$$

The population difference is therefore

$$\langle v|A|v\rangle=p_0-p_1=\frac{\Delta}{\sqrt{\Delta^2+4|V|^2}}=\frac1{\sqrt{1+4x^2}}.$$

## Summing the central binomial series

Let $b_n=\binom{2n}{n}$. These numbers obey $(n+1)b_{n+1}=2(2n+1)b_n$, which gives $b_{n+1}\le4b_n$ and, from $b_0=1$, $b_n\le4^n$. For $|x|<1/2$ the series is thus dominated by the geometric series in $4x^2<1$ and converges absolutely.

**The convolution.** Let $c_n=\sum_{i+j=n}b_ib_j$. Exchanging $i$ and $j$ shows that $2\sum_{i+j=n}i\,b_ib_j=n\,c_n$. The recurrence gives

$$\sum_{i+j=n+1}i\,b_ib_j=\sum_{i+j=n}(i+1)b_{i+1}b_j=\sum_{i+j=n}(4i+2)b_ib_j=2(n+1)c_n.$$

By the symmetry, the left side is also $\tfrac12(n+1)c_{n+1}$. Thus $c_{n+1}=4c_n$, and $c_0=1$ gives $c_n=4^n$.

**The square and its root.** Let $S$ be the sum of the series. Absolute convergence permits the Cauchy product:

$$S^2=\sum_{n\ge0}(-1)^nx^{2n}c_n=\sum_{n\ge0}(-4x^2)^n=\frac1{1+4x^2}.$$

The magnitudes $a_n=b_nx^{2n}$ do not increase, because $a_{n+1}\le4x^2a_n\le a_n$. Pairing neighbouring terms gives $S=(a_0-a_1)+(a_2-a_3)+\dots\ge0$. Hence $S=1/\sqrt{1+4x^2}$, which is the population difference.

## The Lean statement in physical terms

`twoLevel Δ V` is $H$, with `conj V` for $V^*$ and `‖V‖` for $|V|$. The observable $A$ is called `inversion`. In laser physics that name usually means upper minus lower population; here it is lower minus upper, so the sign is opposite. The local symbol `β n` stands for $b_n$ and has nothing to do with temperature.

`expectation A v` is the real part of $\langle v|A|v\rangle$. `IsGroundVector H v` says that $v$ has norm one, is an eigenvector with a real eigenvalue $E$, and that no real eigenvalue of $H$ lies below $E$. The overall phase of $v$ is left free.

`populationTerm x n` is the $n$-th term of the series, and `HasSum` says that the terms sum to the stated number regardless of the order of summation. In `ground_inversion_series` the hypothesis `‖V‖ < Δ / 2` also forces the gap to be positive. `ground_inversion_series_real` is the case of unit gap and real $t$ of either sign.

The closed form in `ground_inversion` is proved for every positive gap, with no bound on the coupling; that bound serves the series. At $|V|=\Delta$ the terms grow without limit, so some upper bound on the ratio is needed.

The theorems speak about any given ground vector and do not construct one. They identify the sum of the series directly, without generating its terms through the order-by-order perturbation equations. The step to a real atom or molecule is the reduction to two levels: that all other states may be neglected is a physical judgement which no hypothesis here expresses.

## A variational definition of the ground vector

The ground vector could also have been defined as a unit vector that minimises $\langle v|H|v\rangle$. For this Hermitian matrix the definition selects the same vectors. The eigenvalue equation would then have to be derived from minimality, whereas $E\le\Delta-E$ would follow at once by taking $w$ as a trial vector. The spectral definition used here supplies the eigenvalue equation from the start and requires $w$ to be shown to be an eigenvector.

## The complete Lean source

```lean
import Mathlib

open Matrix Finset
open scoped ComplexConjugate

namespace PopulationSeries

noncomputable section

-- the central binomial coefficient `2n choose n` as a real number
local notation "β" n:max => (Nat.centralBinom n : ℝ)

/-- Two levels at energies `0` and `Δ`, mixed by a complex coupling `V`. -/
def twoLevel (Δ : ℝ) (V : ℂ) : Matrix (Fin 2) (Fin 2) ℂ := !![0, V; conj V, (Δ : ℂ)]

/-- The population difference operator `diag(1, -1)`. -/
def inversion : Matrix (Fin 2) (Fin 2) ℂ := !![1, 0; 0, -1]

/-- The real part of `⟨v|A|v⟩`. -/
def expectation (A : Matrix (Fin 2) (Fin 2) ℂ) (v : Fin 2 → ℂ) : ℝ := (star v ⬝ᵥ (A *ᵥ v)).re

/-- A unit eigenvector of `H` whose real eigenvalue is the lowest real eigenvalue of `H`. -/
def IsGroundVector (H : Matrix (Fin 2) (Fin 2) ℂ) (v : Fin 2 → ℂ) : Prop :=
  star v ⬝ᵥ v = 1 ∧ ∃ E : ℝ, H *ᵥ v = (E : ℂ) • v ∧
    ∀ (E' : ℝ) (w : Fin 2 → ℂ), w ≠ 0 → H *ᵥ w = (E' : ℂ) • w → E ≤ E'

/-- The population term `(-1)^n (2n choose n) x^(2n)` at coupling-to-gap ratio `x`. -/
def populationTerm (x : ℝ) (n : ℕ) : ℝ := (-1) ^ n * (β n * x ^ (2 * n))

/-- The eigenvalue equation of the two-level Hamiltonian, written in components. -/
theorem twoLevel_eigen_iff (Δ : ℝ) (V : ℂ) (E : ℝ) (v : Fin 2 → ℂ) :
    twoLevel Δ V *ᵥ v = (E : ℂ) • v ↔
      V * v 1 = E * v 0 ∧ conj V * v 0 + Δ * v 1 = E * v 1 := by
  rw [funext_iff, Fin.forall_fin_two]
  simp [twoLevel, Matrix.mulVec, dotProduct, Fin.sum_univ_two]

/-- For a positive gap, the population difference in a ground vector is `Δ / √(Δ² + 4‖V‖²)`. -/
theorem ground_inversion {Δ : ℝ} (hΔ : 0 < Δ) (V : ℂ) {v : Fin 2 → ℂ}
    (hv : IsGroundVector (twoLevel Δ V) v) :
    expectation inversion v = Δ / √(Δ ^ 2 + 4 * ‖V‖ ^ 2) := by
  obtain ⟨hn, E, hE, hmin⟩ := hv
  obtain ⟨h0, h1⟩ := (twoLevel_eigen_iff Δ V E v).1 hE
  have hn' : conj (v 0) * v 0 + conj (v 1) * v 1 = 1 := by
    simpa [dotProduct, Fin.sum_univ_two] using hn
  have c0 : conj V * conj (v 1) = E * conj (v 0) := by
    simpa only [map_mul, Complex.conj_ofReal] using congrArg conj h0
  have c1 : V * conj (v 0) + Δ * conj (v 1) = E * conj (v 1) := by
    simpa only [map_mul, map_add, Complex.conj_ofReal, Complex.conj_conj] using congrArg conj h1
  -- the orthogonal vector has energy `Δ - E`, so the ground energy is at most `Δ / 2`
  have hw : (![-conj (v 1), conj (v 0)] : Fin 2 → ℂ) ≠ 0 := by
    intro h
    have a := congrFun h 0
    have b := congrFun h 1
    simp at a b
    simp [a, b] at hn'
  have hle : E ≤ Δ - E := by
    refine hmin (Δ - E) _ hw ((twoLevel_eigen_iff _ _ _ _).2 ⟨?_, ?_⟩)
    · show V * conj (v 0) = ((Δ - E : ℝ) : ℂ) * -conj (v 1)
      push_cast
      linear_combination c1
    · show conj V * -conj (v 1) + Δ * conj (v 0) = ((Δ - E : ℝ) : ℂ) * conj (v 0)
      push_cast
      linear_combination -c0
  have hz : (Complex.normSq (v 0) - Complex.normSq (v 1)) * (Δ - 2 * E) = Δ := by
    apply Complex.ofReal_injective
    push_cast
    rw [Complex.normSq_eq_conj_mul_self, Complex.normSq_eq_conj_mul_self]
    linear_combination (Δ : ℂ) * hn' - 2 * (v 1 * c1 - conj (v 0) * h0)
  -- the secular equation
  have hV : ‖V‖ ^ 2 = E * (E - Δ) := by
    rw [Complex.sq_norm]
    apply Complex.ofReal_injective
    push_cast
    rw [Complex.normSq_eq_conj_mul_self]
    linear_combination -(V * conj V - E * (E - Δ)) * hn' +
      conj (v 0) * (V * h1 - (Δ - E) * h0) + conj (v 1) * (conj V * h0 + E * h1)
  have hs : √(Δ ^ 2 + 4 * ‖V‖ ^ 2) = Δ - 2 * E := by
    rw [hV, show Δ ^ 2 + 4 * (E * (E - Δ)) = (Δ - 2 * E) ^ 2 by ring]
    exact Real.sqrt_sq (by linarith)
  have hex : expectation inversion v = Complex.normSq (v 0) - Complex.normSq (v 1) := by
    simp [expectation, inversion, Matrix.mulVec, dotProduct, Fin.sum_univ_two,
      Complex.normSq_apply]
    ring
  have hne : Δ - 2 * E ≠ 0 := by
    intro h
    rw [h, mul_zero] at hz
    linarith
  rw [hex, hs, eq_div_iff hne]
  exact hz

/-- Central binomial coefficients grow by at most a factor of four per step. -/
theorem centralBinom_succ_le (n : ℕ) : (n + 1).centralBinom ≤ 4 * n.centralBinom := by
  refine Nat.le_of_mul_le_mul_left (?_ : (n + 1) * _ ≤ (n + 1) * _) n.succ_pos
  rw [Nat.succ_mul_centralBinom_succ n]
  nlinarith [Nat.zero_le n.centralBinom]

/-- The convolution of the central binomial coefficients with themselves is `4 ^ n`. -/
theorem centralBinom_convolution (n : ℕ) : ∑ p ∈ antidiagonal n, β p.1 * β p.2 = 4 ^ n := by
  -- by symmetry the mean of the first index is `m / 2`
  have hs : ∀ m : ℕ, 2 * ∑ p ∈ antidiagonal m, (p.1 : ℝ) * (β p.1 * β p.2) =
      m * ∑ p ∈ antidiagonal m, β p.1 * β p.2 := by
    intro m
    have h := Finset.Nat.sum_antidiagonal_swap (n := m)
      (f := fun p : ℕ × ℕ => (p.1 : ℝ) * (β p.1 * β p.2))
    simp only [Prod.fst_swap, Prod.snd_swap] at h
    rw [two_mul]
    nth_rewrite 1 [← h]
    rw [← sum_add_distrib, mul_sum]
    refine sum_congr rfl fun p hp => ?_
    have e : (p.1 : ℝ) + p.2 = m := by exact_mod_cast mem_antidiagonal.1 hp
    linear_combination (β p.1 * β p.2) * e
  induction n with
  | zero => simp
  | succ n ih =>
    -- the recurrence of the coefficients, summed over the antidiagonal
    have hk : ∑ p ∈ antidiagonal (n + 1), (p.1 : ℝ) * (β p.1 * β p.2) =
        4 * ∑ p ∈ antidiagonal n, (p.1 : ℝ) * (β p.1 * β p.2) +
        2 * ∑ p ∈ antidiagonal n, β p.1 * β p.2 := by
      rw [Finset.Nat.sum_antidiagonal_succ, mul_sum, mul_sum, ← sum_add_distrib]
      simp only [Nat.cast_zero, zero_mul, zero_add]
      refine sum_congr rfl fun p _ => ?_
      have h : ((p.1 : ℝ) + 1) * β (p.1 + 1) = 2 * (2 * p.1 + 1) * β p.1 := by
        exact_mod_cast Nat.succ_mul_centralBinom_succ p.1
      push_cast
      linear_combination β p.2 * h
    have e1 := hs (n + 1)
    simp only [Nat.cast_add, Nat.cast_one] at e1
    have hn : (n : ℝ) + 1 ≠ 0 := by positivity
    apply mul_left_cancel₀ hn
    linear_combination -e1 + 2 * hk + 4 * hs n + 4 * ((n : ℝ) + 1) * ih

/-- The population series converges absolutely for `|x| < 1/2`. -/
theorem summable_populationTerm {x : ℝ} (hx : |x| < 1 / 2) :
    Summable (fun n => ‖populationTerm x n‖) := by
  have hx2 : 4 * x ^ 2 < 1 := by rw [← sq_abs]; nlinarith [abs_nonneg x]
  have hc : ∀ n : ℕ, n.centralBinom ≤ 4 ^ n := by
    intro n
    induction n with
    | zero => simp
    | succ n ih => rw [pow_succ]; linarith [centralBinom_succ_le n]
  refine Summable.of_nonneg_of_le (fun n => norm_nonneg _) (fun n => ?_)
    (summable_geometric_of_lt_one (by positivity) hx2)
  rw [populationTerm, norm_mul, norm_pow, norm_neg, norm_one, one_pow, one_mul,
    Real.norm_eq_abs, pow_mul, abs_of_nonneg (by positivity), mul_pow]
  exact mul_le_mul_of_nonneg_right (by exact_mod_cast hc n) (by positivity)

/-- For `|x| < 1/2` the population series sums to `1 / √(1 + 4x²)`. -/
theorem hasSum_populationTerm {x : ℝ} (hx : |x| < 1 / 2) :
    HasSum (populationTerm x) (1 / √(1 + 4 * x ^ 2)) := by
  have hn := summable_populationTerm hx
  have hs : Summable (populationTerm x) := hn.of_norm
  have hx2 : 4 * x ^ 2 < 1 := by rw [← sq_abs]; nlinarith [abs_nonneg x]
  -- the Cauchy square is a geometric series
  have hc : ∀ n, ∑ p ∈ antidiagonal n, populationTerm x p.1 * populationTerm x p.2
      = (-(4 * x ^ 2)) ^ n := by
    intro n
    have e : (-(4 * x ^ 2)) ^ n = ((-1) ^ n * x ^ (2 * n)) * 4 ^ n := by
      rw [pow_mul, ← mul_pow, ← mul_pow]
      congr 1
      ring
    rw [e, ← centralBinom_convolution n, mul_sum]
    refine sum_congr rfl fun p hp => ?_
    rw [← mem_antidiagonal.1 hp]
    simp only [populationTerm]
    ring
  have hsq : (∑' n, populationTerm x n) * (∑' n, populationTerm x n) = (1 + 4 * x ^ 2)⁻¹ := by
    refine (tsum_mul_tsum_eq_tsum_sum_antidiagonal_of_summable_norm hn hn).trans
      ((tsum_congr hc).trans ?_)
    rw [tsum_geometric_of_norm_lt_one, sub_neg_eq_add]
    rw [norm_neg, Real.norm_eq_abs, abs_of_nonneg (by positivity)]
    exact hx2
  -- the terms alternate in sign and their magnitudes do not increase, so the sum is nonnegative
  have anti : Antitone (fun n : ℕ => β n * x ^ (2 * n)) := by
    refine antitone_nat_of_succ_le fun n => ?_
    have hb : β (n + 1) ≤ 4 * β n := by exact_mod_cast centralBinom_succ_le n
    have a := mul_le_mul_of_nonneg_right hb (sq_nonneg x)
    have b := mul_le_mul_of_nonneg_left hx2.le (Nat.cast_nonneg (α := ℝ) n.centralBinom)
    calc β (n + 1) * x ^ (2 * (n + 1)) = β (n + 1) * x ^ 2 * x ^ (2 * n) := by ring
      _ ≤ β n * x ^ (2 * n) :=
        mul_le_mul_of_nonneg_right (by linarith) (by rw [pow_mul]; positivity)
  have h0 : 0 ≤ ∑' n, populationTerm x n := by
    have h := anti.alternating_series_le_tendsto hs.hasSum.tendsto_sum_nat 0
    simpa using h
  have hS : ∑' n, populationTerm x n = 1 / √(1 + 4 * x ^ 2) := by
    rw [one_div, ← Real.sqrt_inv, ← hsq, Real.sqrt_mul_self h0]
  rw [← hS]
  exact hs.hasSum

/-- If the coupling is weaker than half the gap, the population difference in a ground vector
is the sum of the population series at `‖V‖ / Δ`. -/
theorem ground_inversion_series {Δ : ℝ} {V : ℂ} (hV : ‖V‖ < Δ / 2) {v : Fin 2 → ℂ}
    (hv : IsGroundVector (twoLevel Δ V) v) :
    HasSum (populationTerm (‖V‖ / Δ)) (expectation inversion v) := by
  have hΔ : 0 < Δ := by linarith [norm_nonneg V]
  have hx : |‖V‖ / Δ| < 1 / 2 := by
    rw [abs_of_nonneg (by positivity), div_lt_iff₀ hΔ]
    linarith
  have e : Δ ^ 2 + 4 * ‖V‖ ^ 2 = Δ ^ 2 * (1 + 4 * (‖V‖ / Δ) ^ 2) := by field_simp
  rw [ground_inversion hΔ V hv, e, Real.sqrt_mul (sq_nonneg Δ), Real.sqrt_sq hΔ.le,
    ← div_div, div_self hΔ.ne']
  exact hasSum_populationTerm hx

/-- For unit gap and real coupling `t` with `|t| < 1/2`, the population difference in a ground
vector is the sum of `(-1)^n (2n choose n) t^(2n)`. -/
theorem ground_inversion_series_real {t : ℝ} (ht : |t| < 1 / 2) {v : Fin 2 → ℂ}
    (hv : IsGroundVector (twoLevel 1 (t : ℂ)) v) :
    HasSum (populationTerm t) (expectation inversion v) := by
  rw [ground_inversion one_pos _ hv, Complex.norm_real, Real.norm_eq_abs, sq_abs, one_pow]
  exact hasSum_populationTerm ht

end

end PopulationSeries
```

```lean
#print axioms PopulationSeries.ground_inversion_series
#print axioms PopulationSeries.ground_inversion_series_real
```

```
'PopulationSeries.ground_inversion_series' depends on axioms: [propext, Classical.choice, Quot.sound]
'PopulationSeries.ground_inversion_series_real' depends on axioms: [propext, Classical.choice, Quot.sound]
```

## From the eigenvalue equations to the closed form in Lean

`twoLevel_eigen_iff` turns the matrix equation into the two component equations. In `ground_inversion` these are `h0` and `h1`, their complex conjugates are `c0` and `c1`, and `hn'` is the normalisation. The step `hle` applies minimality to the orthogonal vector $w$.

Most of the algebra is done by `linear_combination`, which is given the multiples of known equations that add up to the goal and checks the remaining polynomial identity. This is how `hz` obtains $(p_0-p_1)(\Delta-2E)=\Delta$ and `hV` the secular equation. By hand we divided by a nonzero component; `hV` avoids the choice of component by weighting the two versions of the equation with $v_0^*$ and $v_1^*$ and using $p_0+p_1=1$. The step `hs` then takes the square root, with `hle` supplying the sign.

## From the convolution to the series in Lean

`centralBinom_succ_le` is the bound $b_{n+1}\le4b_n$. `centralBinom_convolution` proves $c_n=4^n$ by induction: its `hs` is the exchange symmetry, its `hk` the summed recurrence, and the last `linear_combination` joins them. The set `antidiagonal n` contains the pairs $(i,j)$ with $i+j=n$.

`summable_populationTerm` makes the comparison with the geometric series. In `hasSum_populationTerm`, `hc` computes the terms of the Cauchy product and `hsq` sums them to $1/(1+4x^2)$. The step `anti` shows that the magnitudes do not increase. Mathlib's alternating-series bound then places the limit above every partial sum with an even number of terms; applied to the empty sum, it gives $S\ge0$ in `h0`.

`ground_inversion_series` extracts $\Delta$ from the square root and joins the two results. The real case starts again from the closed form, where only $|t|^2=t^2$ appears, so the series comes out in $t$ itself and not in $|t|$.
